# For |z| > 1, the scaled Chebyshev recurrence computes T_k(x)/T_k(z), which is at most 1 in magnitude when |x| ≤ |z|

Take two steps of a Chebyshev filter at a real point $x$, normalised at a real reference point $z$ with $|z|>1$. Start with $y_0=1$, $s_1=1/z$ and $y_1=s_1x=x/z$. The next scale factor is $s_2=1/(2z-s_1)=z/(2z^2-1)$, and

$$y_2=2s_2x\,y_1-s_1s_2\,y_0=\frac{2x^2-1}{2z^2-1}=\frac{T_2(x)}{T_2(z)},$$

where $T_k$ is the Chebyshev polynomial of the first kind. The number $T_2(z)$ has been divided out without being used as a separate scale factor. If $|x|\le|z|$, the result lies between $-1$ and $1$.

## The recurrence and its bound

Set $s_0=z$, $y_0=1$, $y_1=s_1x$, and for $k\ge0$

$$s_{k+1}=\frac1{2z-s_k},\qquad y_{k+2}=2s_{k+2}\,x\,y_{k+1}-s_{k+1}s_{k+2}\,y_k .$$

For $|z|>1$ and every $k\ge0$:

- the denominator $2z-s_k$ and the value $T_k(z)$ are nonzero;
- $y_k=T_k(x)/T_k(z)$;
- $|y_k|\le1$ whenever $|x|\le|z|$.

If $|x|>|z|$, then $|y_k|>1$ for every $k\ge1$, so the window cannot be widened.

For example, $z=2$ gives $s_1=1/2$, $s_2=2/7$, $s_3=7/26$, in agreement with $T_k(2)=1,2,7,26$. At $x=1/2$ the recurrence gives $y_1=1/4$, then $y_2=1/14-1/7=-1/14$ and $y_3=-1/52-1/52=-1/26$. At $x=3$, outside the window, $y_2=17/7$.

## Where a filtering code depends on the scaling

In Chebyshev-filtered subspace iteration, the Hamiltonian matrix is shifted and scaled so that the unwanted part of its spectrum falls in $[-1,1]$ and the wanted eigenvalues fall outside. There $T_k$ grows exponentially in magnitude with $k$, and so does any nonzero component of the unscaled iterates along a wanted eigenvector. For a fixed real symmetric matrix in exact arithmetic, the scaled loop never produces a vector longer than the one it started from, provided that the whole mapped spectrum lies in $[-|z|,|z|]$.

That proviso concerns the choice of $z$. If $z$ is the image of a Ritz value used as an estimate of the lowest eigenvalue, the true eigenvalue may lie further out, since a Ritz value is never below it. The component along that eigenvector is then multiplied by more than one in magnitude. The excess is modest when the estimate is close and the degree moderate, but the bound no longer applies.

## From the three-term recurrence to the vector bound

**Reduction to nonnegative arguments.** The polynomials satisfy $T_0=1$, $T_1(x)=x$ and $T_{k+2}(x)=2xT_{k+1}(x)-T_k(x)$ (`cheb_add_two`). Two-step induction gives $T_k(-x)=(-1)^kT_k(x)$, because

$$2(-x)(-1)^{k+1}T_{k+1}(x)-(-1)^kT_k(x)=(-1)^k\bigl(2xT_{k+1}(x)-T_k(x)\bigr).$$

Hence $|T_k(|x|)|=|T_k(x)|$, which is `abs_cheb_abs`.

**Growth outside the interval.** Let $1\le x\le z$ and $D_k=T_k(z)-T_k(x)$. The lemma `cheb_growth` proves together that

$$1\le T_k(x)\le T_{k+1}(x),\qquad 0\le D_k\le D_{k+1},\qquad z-x\le D_{k+1}.$$

At $k=0$ these follow from $T_0=1$, $T_1(x)=x$, $D_0=0$ and $D_1=z-x$. The induction step rests on two identities:

$$T_{k+2}(x)-T_{k+1}(x)=2(x-1)T_{k+1}(x)+\bigl(T_{k+1}(x)-T_k(x)\bigr),$$

$$D_{k+2}-D_{k+1}=2(z-1)D_{k+1}+2(z-x)T_{k+1}(x)+(D_{k+1}-D_k).$$

Every term on the right is nonnegative. In Lean the three products are `p1`, `p3` and `p2`, and `nlinarith` combines them with the recurrences.

**Denominators.** For $|z|>1$, growth gives $T_k(|z|)\ge1$, so $T_k(z)\ne0$ (`cheb_ne_zero`). Next, $2z-s_0=z=T_1(z)/T_0(z)$. If $2z-s_k=T_{k+1}(z)/T_k(z)$, then $s_{k+1}=T_k(z)/T_{k+1}(z)$ and

$$2z-s_{k+1}=\frac{2zT_{k+1}(z)-T_k(z)}{T_{k+1}(z)}=\frac{T_{k+2}(z)}{T_{k+1}(z)}.$$

This is `scale_eq`; it shows that no denominator vanishes.

**Closed form.** The cases $y_0=1$ and $y_1=x/z$ are immediate. Write $t_k=T_k(z)$. Inserting the formulas for two consecutive iterates gives

$$y_{k+2}=2\frac{t_{k+1}}{t_{k+2}}x\frac{T_{k+1}(x)}{t_{k+1}}-\frac{t_k}{t_{k+1}}\frac{t_{k+1}}{t_{k+2}}\frac{T_k(x)}{t_k}=\frac{T_{k+2}(x)}{t_{k+2}}.$$

In `scaled_recurrence`, `Nat.twoStepInduction` supplies the two previous iterates and `field_simp` performs the cancellation.

**The bound and its converse.** If $|x|\le1$, put $|x|=\cos\theta$. Then $|T_k(|x|)|=|\cos k\theta|\le1\le T_k(|z|)$. If $1\le|x|\le|z|$, growth gives $1\le T_k(|x|)\le T_k(|z|)$. Either way $|y_k|\le1$; the Lean proof makes the same split with `le_total`. If $|x|>|z|$, growth with the roles exchanged gives $T_{k+1}(|x|)-T_{k+1}(|z|)\ge|x|-|z|>0$, hence $|y_{k+1}|>1$ (`one_lt_abs_gain`).

**Vectors.** Replace $x$ by a linear operator $A$ acting on a start vector $v$:

$$Y_0=v,\quad Y_1=s_1Av,\quad Y_{k+2}=2s_{k+2}AY_{k+1}-s_{k+1}s_{k+2}Y_k.$$

The same cancellations, named `c1` and `c2` in `filtered_eq`, give $Y_k=T_k(A)v/T_k(z)$.

If $A$ is symmetric and $Au=xu$, then $\langle u,Aw\rangle=x\langle u,w\rangle$ for every $w$. The numbers $\langle u,Y_k\rangle$ therefore obey the scalar recurrence, and $\langle u,Y_k\rangle=y_k(x)\langle u,v\rangle$ (`inner_filtered`). With an orthonormal eigenbasis $b_i$ and eigenvalues $x_i\in[-|z|,|z|]$,

$$\|Y_k\|^2=\sum_i y_k(x_i)^2\langle b_i,v\rangle^2\le\sum_i\langle b_i,v\rangle^2=\|v\|^2.$$

This is `norm_filtered_le`, where `parseval` supplies the sums and `Finset.sum_le_sum` compares them term by term.

## The Lean file

```lean
import Mathlib

open Polynomial

namespace ScaledChebyshevFilter

/-- The Chebyshev polynomial of the first kind `T_k`, evaluated at a real point. -/
noncomputable def cheb (k : ℕ) (x : ℝ) : ℝ := (Chebyshev.T ℝ (k : ℤ)).eval x

/-- The scale factors `s_(k+1) = 1 / (2 z - s_k)`, started from `s_0 = z` so that `s_1 = 1 / z`;
they are meant for `|z| > 1`. -/
noncomputable def scale (z : ℝ) : ℕ → ℝ
  | 0 => z
  | k + 1 => 1 / (2 * z - scale z k)

/-- The scaled scalar recurrence `y_(k+1) = 2 s_(k+1) x y_k - s_k s_(k+1) y_(k-1)`,
with `y_0 = 1` and `y_1 = s_1 x`. -/
noncomputable def gain (x z : ℝ) : ℕ → ℝ
  | 0 => 1
  | 1 => scale z 1 * x
  | k + 2 => 2 * scale z (k + 2) * x * gain x z (k + 1)
      - scale z (k + 1) * scale z (k + 2) * gain x z k

/-- The scaled recurrence run on a vector `v`, with the operator `A` in place of the number `x`. -/
noncomputable def filtered {V : Type*} [AddCommGroup V] [Module ℝ V]
    (A : Module.End ℝ V) (z : ℝ) (v : V) : ℕ → V
  | 0 => v
  | 1 => scale z 1 • A v
  | k + 2 => (2 * scale z (k + 2)) • A (filtered A z v (k + 1))
      - (scale z (k + 1) * scale z (k + 2)) • filtered A z v k

/-- The three-term recurrence of the Chebyshev polynomials. -/
theorem cheb_add_two (k : ℕ) (x : ℝ) :
    cheb (k + 2) x = 2 * x * cheb (k + 1) x - cheb k x := by
  unfold cheb
  push_cast
  rw [Chebyshev.T_add_two]
  simp

/-- The magnitude of `T_k` depends only on the magnitude of its argument. -/
theorem abs_cheb_abs (k : ℕ) (x : ℝ) : |cheb k (|x|)| = |cheb k x| := by
  have parity : cheb k (-x) = (-1) ^ k * cheb k x := by
    induction k using Nat.twoStepInduction with
    | zero => simp [cheb]
    | one => simp [cheb]
    | more k h0 h1 =>
      rw [cheb_add_two, cheb_add_two, h0, h1]
      ring
  rcases abs_choice x with h | h
  · rw [h]
  · rw [h, parity, abs_mul, abs_pow, abs_neg, abs_one, one_pow, one_mul]

/-- For `1 ≤ x ≤ z`, the values `T_k(x)` are at least one and do not decrease with `k`; the gap
`T_k(z) - T_k(x)` is nonnegative, does not decrease with `k`, and is at least `z - x` from
degree one on. -/
theorem cheb_growth {x z : ℝ} (hx : 1 ≤ x) (hxz : x ≤ z) (k : ℕ) :
    1 ≤ cheb k x ∧ cheb k x ≤ cheb (k + 1) x ∧ 0 ≤ cheb k z - cheb k x ∧
    cheb k z - cheb k x ≤ cheb (k + 1) z - cheb (k + 1) x ∧
    z - x ≤ cheb (k + 1) z - cheb (k + 1) x := by
  induction k with
  | zero => simp [cheb, hx, hxz]
  | succ k ih =>
    obtain ⟨h1, h2, h3, h4, h5⟩ := ih
    have ex := cheb_add_two k x
    have ez := cheb_add_two k z
    have p1 : 0 ≤ (x - 1) * cheb (k + 1) x := mul_nonneg (by linarith) (by linarith)
    have p2 : 0 ≤ (z - x) * cheb (k + 1) x := mul_nonneg (by linarith) (by linarith)
    have p3 : 0 ≤ (z - 1) * (cheb (k + 1) z - cheb (k + 1) x) :=
      mul_nonneg (by linarith) (by linarith)
    change 1 ≤ cheb (k + 1) x ∧ cheb (k + 1) x ≤ cheb (k + 2) x ∧ _ ∧
      cheb (k + 1) z - cheb (k + 1) x ≤ cheb (k + 2) z - cheb (k + 2) x ∧
      z - x ≤ cheb (k + 2) z - cheb (k + 2) x
    refine ⟨?_, ?_, ?_, ?_, ?_⟩ <;> nlinarith

/-- The Chebyshev polynomials `T_k` have no real zero outside `[-1, 1]`. -/
theorem cheb_ne_zero {z : ℝ} (hz : 1 < |z|) (k : ℕ) : cheb k z ≠ 0 := by
  intro h
  have h1 := (cheb_growth hz.le le_rfl k).1
  have h2 := abs_cheb_abs k z
  rw [h, abs_zero, abs_eq_zero] at h2
  linarith

/-- For `|z| > 1`, the denominators and the scale factors are ratios of successive Chebyshev values
at `z`. -/
theorem scale_eq {z : ℝ} (hz : 1 < |z|) (k : ℕ) :
    2 * z - scale z k = cheb (k + 1) z / cheb k z ∧
    scale z (k + 1) = cheb k z / cheb (k + 1) z := by
  have denom : 2 * z - scale z k = cheb (k + 1) z / cheb k z := by
    induction k with
    | zero =>
      simp [scale, cheb]
      ring
    | succ k ih =>
      have h1 := cheb_ne_zero hz (k + 1)
      rw [scale, ih, one_div_div, eq_div_iff h1, sub_mul, div_mul_cancel₀ _ h1]
      exact (cheb_add_two k z).symm
  exact ⟨denom, by rw [scale, denom, one_div_div]⟩

/-- For `|z| > 1` every denominator of the scaled recurrence is nonzero, its iterates are
`y_k = T_k(x) / T_k(z)` with `T_k(z) ≠ 0`, and `|y_k| ≤ 1` whenever `|x| ≤ |z|`. -/
theorem scaled_recurrence {z : ℝ} (hz : 1 < |z|) (x : ℝ) (k : ℕ) :
    2 * z - scale z k ≠ 0 ∧ cheb k z ≠ 0 ∧ gain x z k = cheb k x / cheb k z ∧
    (|x| ≤ |z| → |gain x z k| ≤ 1) := by
  have closed : gain x z k = cheb k x / cheb k z := by
    induction k using Nat.twoStepInduction with
    | zero => simp [gain, cheb]
    | one =>
      have h : scale z 1 = cheb 0 z / cheb 1 z := (scale_eq hz 0).2
      rw [gain, h]
      simp [cheb, div_eq_inv_mul]
    | more k h0 h1 =>
      have s1 := (scale_eq hz k).2
      have s2 : scale z (k + 2) = cheb (k + 1) z / cheb (k + 2) z := (scale_eq hz (k + 1)).2
      have n0 := cheb_ne_zero hz k
      have n1 := cheb_ne_zero hz (k + 1)
      have n2 := cheb_ne_zero hz (k + 2)
      rw [gain, h0, h1, s1, s2, cheb_add_two k x]
      field_simp
  refine ⟨?_, cheb_ne_zero hz k, closed, fun hxz => ?_⟩
  · rw [(scale_eq hz k).1]
    exact div_ne_zero (cheb_ne_zero hz (k + 1)) (cheb_ne_zero hz k)
  · rw [closed, abs_div, div_le_one (abs_pos.2 (cheb_ne_zero hz k)),
      ← abs_cheb_abs k x, ← abs_cheb_abs k z]
    have hz1 := (cheb_growth hz.le le_rfl k).1
    rw [abs_of_nonneg (by linarith : 0 ≤ cheb k |z|)]
    rcases le_total |x| 1 with h | h
    · -- inside `[-1, 1]` the polynomial is a cosine
      have hc : |cheb k (|x|)| ≤ 1 := by
        have e := Real.cos_arccos (by linarith [abs_nonneg x] : -1 ≤ |x|) h
        rw [← e, cheb, Chebyshev.T_real_cos]
        exact Real.abs_cos_le_one _
      linarith
    · -- outside it grows with the argument
      obtain ⟨h1, -, h3, -⟩ := cheb_growth h hxz k
      rw [abs_of_nonneg (by linarith)]
      linarith

/-- If `|x| > |z| > 1`, every iterate from `y_1` on exceeds one in magnitude. -/
theorem one_lt_abs_gain {x z : ℝ} (hz : 1 < |z|) (hxz : |z| < |x|) (k : ℕ) :
    1 < |gain x z (k + 1)| := by
  rw [(scaled_recurrence hz x (k + 1)).2.2.1, abs_div,
    one_lt_div (abs_pos.2 (cheb_ne_zero hz (k + 1))),
    ← abs_cheb_abs (k + 1) x, ← abs_cheb_abs (k + 1) z]
  obtain ⟨h1, h2, -, -, h5⟩ := cheb_growth hz.le hxz.le k
  rw [abs_of_nonneg (by linarith : 0 ≤ cheb (k + 1) |z|)]
  exact lt_of_lt_of_le (by linarith) (le_abs_self _)

/-- For `|z| > 1`, the scaled recurrence run on a vector `v` produces `T_k(A) v / T_k(z)`. -/
theorem filtered_eq {V : Type*} [AddCommGroup V] [Module ℝ V] (A : Module.End ℝ V)
    {z : ℝ} (hz : 1 < |z|) (v : V) (k : ℕ) :
    filtered A z v k = (cheb k z)⁻¹ • (aeval A (Chebyshev.T ℝ (k : ℤ))) v := by
  induction k using Nat.twoStepInduction with
  | zero => simp [filtered, cheb]
  | one =>
    have h : scale z 1 = cheb 0 z / cheb 1 z := (scale_eq hz 0).2
    rw [filtered, h]
    simp [cheb]
  | more k h0 h1 =>
    have hT : Chebyshev.T ℝ ((k + 2 : ℕ) : ℤ) =
        (2 : ℝ) • (X * Chebyshev.T ℝ ((k + 1 : ℕ) : ℤ)) - Chebyshev.T ℝ (k : ℤ) := by
      have h2 : (C (2 : ℝ) : ℝ[X]) = 2 := map_ofNat C 2
      push_cast
      rw [Chebyshev.T_add_two, smul_eq_C_mul, h2]
      ring
    have s1 := (scale_eq hz k).2
    have s2 : scale z (k + 2) = cheb (k + 1) z / cheb (k + 2) z := (scale_eq hz (k + 1)).2
    have n0 := cheb_ne_zero hz k
    have n1 := cheb_ne_zero hz (k + 1)
    have n2 := cheb_ne_zero hz (k + 2)
    -- the scale factors turn the old normalisations into the new one
    have c1 : 2 * scale z (k + 2) * (cheb (k + 1) z)⁻¹ = (cheb (k + 2) z)⁻¹ * 2 := by
      rw [s2]
      field_simp
    have c2 : scale z (k + 1) * scale z (k + 2) * (cheb k z)⁻¹ = (cheb (k + 2) z)⁻¹ := by
      rw [s1, s2]
      field_simp
    rw [filtered, h0, h1, hT]
    simp only [map_sub, map_smul, map_mul, aeval_X, LinearMap.sub_apply, LinearMap.smul_apply,
      Module.End.mul_apply, smul_sub, smul_smul]
    rw [c1, c2]

/-- For a symmetric operator, the component of the filtered vector along an eigenvector with
eigenvalue `x` is the original component times `y_k(x)`. -/
theorem inner_filtered {E : Type*} [NormedAddCommGroup E] [InnerProductSpace ℝ E]
    {A : Module.End ℝ E} (hA : LinearMap.IsSymmetric A) {u : E} {x : ℝ} (hu : A u = x • u)
    (z : ℝ) (v : E) (k : ℕ) :
    inner ℝ u (filtered A z v k) = gain x z k * inner ℝ u v := by
  have key : ∀ w, inner ℝ u (A w) = x * inner ℝ u w := fun w => by
    rw [← hA u w, hu, real_inner_smul_left]
  induction k using Nat.twoStepInduction with
  | zero => simp [filtered, gain]
  | one =>
    rw [filtered, gain, real_inner_smul_right, key]
    ring
  | more k h0 h1 =>
    rw [filtered, gain, inner_sub_right, real_inner_smul_right, real_inner_smul_right, key, h0, h1]
    ring

/-- If all eigenvalues of a symmetric operator lie in `[-|z|, |z|]` with `|z| > 1`, no filtered
vector is longer than the starting vector. -/
theorem norm_filtered_le {E : Type*} [NormedAddCommGroup E] [InnerProductSpace ℝ E]
    [FiniteDimensional ℝ E] {A : Module.End ℝ E} (hA : LinearMap.IsSymmetric A) {z : ℝ}
    (hz : 1 < |z|) (hspec : ∀ x, Module.End.HasEigenvalue A x → |x| ≤ |z|) (v : E) (k : ℕ) :
    ‖filtered A z v k‖ ≤ ‖v‖ := by
  let b := hA.eigenvectorBasis rfl
  -- squared length as a sum over eigencomponents
  have parseval : ∀ w : E, ‖w‖ ^ 2 = ∑ i, (inner ℝ (b i) w) ^ 2 := fun w => by
    rw [← real_inner_self_eq_norm_sq, ← b.sum_inner_mul_inner w w]
    refine Finset.sum_congr rfl fun i _ => ?_
    rw [real_inner_comm, sq]
  refine (sq_le_sq₀ (norm_nonneg _) (norm_nonneg _)).mp ?_
  rw [parseval, parseval]
  refine Finset.sum_le_sum fun i _ => ?_
  obtain ⟨x, hx⟩ : ∃ x : ℝ, A (b i) = x • b i := ⟨_, hA.apply_eigenvectorBasis rfl i⟩
  have hev : Module.End.HasEigenvalue A x :=
    Module.End.hasEigenvalue_of_hasEigenvector
      ⟨Module.End.mem_eigenspace_iff.2 hx, b.orthonormal.ne_zero i⟩
  have hg := (scaled_recurrence hz x k).2.2.2 (hspec x hev)
  rw [inner_filtered hA hx, mul_pow]
  exact mul_le_of_le_one_left (sq_nonneg _) ((sq_le_one_iff_abs_le_one _).2 hg)

end ScaledChebyshevFilter
```

```lean
#print axioms ScaledChebyshevFilter.scaled_recurrence
#print axioms ScaledChebyshevFilter.one_lt_abs_gain
#print axioms ScaledChebyshevFilter.filtered_eq
#print axioms ScaledChebyshevFilter.norm_filtered_le
```

```
'ScaledChebyshevFilter.scaled_recurrence' depends on axioms: [propext, Classical.choice, Quot.sound]
'ScaledChebyshevFilter.one_lt_abs_gain' depends on axioms: [propext, Classical.choice, Quot.sound]
'ScaledChebyshevFilter.filtered_eq' depends on axioms: [propext, Classical.choice, Quot.sound]
'ScaledChebyshevFilter.norm_filtered_le' depends on axioms: [propext, Classical.choice, Quot.sound]
```

## What the theorems cover for a running code

The definitions follow the loop. `cheb k x` is Mathlib's Chebyshev polynomial evaluated at a real number, `scale z k` is $s_k$, `gain x z k` is $y_k$ and `filtered A z v k` is $Y_k$. Starting `scale` at $s_0=z$ is a convention that makes the general rule produce $s_1=1/z$. Lean assigns the value zero to division by zero, so the first conjunct of `scaled_recurrence`, `2 * z - scale z k ≠ 0`, is what certifies that the code's divisions are genuine.

The hypotheses become weaker or stronger with the result:

- `filtered_eq` assumes only a real vector space, a linear operator `A : Module.End ℝ V` and $|z|>1$. The dimension may be infinite and no symmetry is required.
- `inner_filtered` assumes a real inner product and a symmetric operator, expressed by `LinearMap.IsSymmetric A`, but no condition on $z$.
- `norm_filtered_le` also assumes finite dimension, $|z|>1$ and `hspec`, which says that every eigenvalue has magnitude at most $|z|$. In a code, `hspec` stands for reliable spectral bounds after the shift and scaling. It is assumed, and the theorem does not supply an estimator for it.

The arithmetic is that of exact real numbers. Rounding errors are not modelled, nor is underflow of strongly damped components. The operator is fixed during the filter and acts on a real space. A complex Hermitian matrix fits this setting once it is written as a real symmetric matrix of twice the size. For a generalised eigenproblem with a real symmetric $H$ and a real symmetric positive definite overlap matrix $S$, the shifted and scaled $S^{-1}H$ is symmetric in the inner product $u^{\mathsf T}Sv$, and the norm bound then concerns the length defined by that inner product. The norm bound also says nothing about convergence of the subspace: an unwanted eigenvalue between $1$ and $|z|$ in magnitude respects it, yet is damped less than those inside $[-1,1]$.

A different model would define `gain` directly as the quotient $T_k(x)/T_k(z)$. The closed form would then hold by definition and the bound could be proved by the same growth argument, but the result would no longer concern the loop that a program executes or the denominators it meets.
